# The nodes of a Gauss-Legendre rule are distinct and lie strictly between -1 and 1

An n-point Gauss-Legendre rule replaces an integral over [-1, 1] by a weighted sum of values at n nodes, and is exact for every real polynomial of degree below 2n. The lemma says that the nodes of such a rule are all different and lie strictly inside the interval; the nodes and weights are real, and nothing else is assumed of them. The proof uses the node polynomial, the product of the factors t - xᵢ, whose product with any polynomial of degree below n integrates to zero over [-1, 1]. If two nodes coincided, multiplying the node polynomial by what is left of it without their two factors would give a square, whose integral is positive, a contradiction. If a node lay outside the open interval, leaving out its factor alone would give a product of one sign on [-1, 1], again with a nonzero integral.

An attempt in Lean 4 with a fault in it:

```lean
import Mathlib

open Polynomial Set
open Lagrange (nodal)

namespace NodesDistinctInterior

/-- An `n`-point Gauss-Legendre rule with nodes `x` and weights `w`: it integrates every real
polynomial of degree below `2n` exactly over `[-1,1]`. -/
def IsGaussLegendre {n : ℕ} (x w : Fin n → ℝ) : Prop :=
  ∀ p : ℝ[X], p.natDegree < 2 * n →
    ∑ i, w i * p.eval (x i) = ∫ t in (-1 : ℝ)..1, p.eval t

/-- The node polynomial `∏ (t - xᵢ)` of a Gauss-Legendre rule is orthogonal on `[-1,1]` to every
polynomial of degree below `n`. -/
theorem nodal_orthogonal {n : ℕ} {x w : Fin n → ℝ} (h : IsGaussLegendre x w)
    (q : ℝ[X]) (hq : q.natDegree < n) :
    ∫ t in (-1 : ℝ)..1, (nodal Finset.univ x * q).eval t = 0 := by
  have hd : (nodal Finset.univ x * q).natDegree < 2 * n := by
    have h1 := natDegree_mul_le (p := nodal Finset.univ x) (q := q)
    rw [Lagrange.natDegree_nodal, Finset.card_fin] at h1
    omega
  rw [← h _ hd]
  refine Finset.sum_eq_zero fun i _ => ?_
  rw [eval_mul, Lagrange.eval_nodal_at_node (Finset.mem_univ i), zero_mul, mul_zero]

/-- The nodes of a Gauss-Legendre rule are distinct and lie strictly between `-1` and `1`. -/
theorem nodes_distinct_interior {n : ℕ} {x w : Fin n → ℝ} (h : IsGaussLegendre x w) :
    Function.Injective x ∧ ∀ i, x i ∈ Ioo (-1 : ℝ) 1 := by
  -- a nonzero polynomial that is nonnegative on the interval has positive integral
  have pos : ∀ p : ℝ[X], p ≠ 0 → (∀ t ∈ Icc (-1 : ℝ) 1, 0 ≤ p.eval t) →
      0 < ∫ t in (-1 : ℝ)..1, p.eval t := by
    intro p hp h0
    have hc : ∃ c ∈ Icc (-1 : ℝ) 1, p.eval c ≠ 0 := by
      by_contra! hc
      exact hp (p.eq_zero_of_infinite_isRoot
        ((Icc_infinite (by norm_num : (-1 : ℝ) < 1)).mono fun c hc' => hc c hc'))
    obtain ⟨c, hcI, hc⟩ := hc
    have := intervalIntegral.integral_lt_integral_of_continuousOn_of_le_of_exists_lt
      (a := -1) (b := 1) (f := fun _ => (0 : ℝ)) (g := fun t => p.eval t) (by norm_num)
      continuousOn_const p.continuous.continuousOn
      (fun t ht => h0 t (Ioc_subset_Icc_self ht)) ⟨c, hcI, lt_of_le_of_ne (h0 c hcI) hc.symm⟩
    simpa only [intervalIntegral.integral_zero] using this
  have hcard : ∀ j : Fin n, (Finset.univ.erase j).card < n := fun j =>
    (Finset.card_erase_lt_of_mem (Finset.mem_univ j)).trans_eq (Finset.card_fin n)
  constructor
  · intro j k hjk
    by_contra hne
    have hk : k ∈ Finset.univ.erase j :=
      Finset.mem_erase.mpr ⟨fun e => hne e.symm, Finset.mem_univ k⟩
    have hO := nodal_orthogonal h (nodal ((Finset.univ.erase j).erase k) x) (by
      rw [Lagrange.natDegree_nodal]
      exact (Finset.card_le_card (Finset.erase_subset _ _)).trans_lt (hcard j))
    have := pos _ (mul_ne_zero Lagrange.nodal_ne_zero Lagrange.nodal_ne_zero) (fun t _ => by
      rw [Lagrange.nodal_eq_mul_nodal_erase (v := x) (Finset.mem_univ j),
        Lagrange.nodal_eq_mul_nodal_erase (v := x) hk]
      simp only [eval_mul, eval_sub, eval_X, eval_C, hjk]
      nlinarith [sq_nonneg ((t - x k) * (nodal ((Finset.univ.erase j).erase k) x).eval t)])
    exact this.ne' hO
  · intro j
    have hO := nodal_orthogonal h (nodal (Finset.univ.erase j) x) (by
      rw [Lagrange.natDegree_nodal]
      exact hcard j)
    have hne : nodal Finset.univ x * nodal (Finset.univ.erase j) x ≠ 0 :=
      mul_ne_zero Lagrange.nodal_ne_zero Lagrange.nodal_ne_zero
    have hev : ∀ t, (nodal Finset.univ x * nodal (Finset.univ.erase j) x).eval t =
        (t - x j) * ((nodal (Finset.univ.erase j) x).eval t) ^ 2 := fun t => by
      rw [Lagrange.nodal_eq_mul_nodal_erase (v := x) (Finset.mem_univ j)]
      simp only [eval_mul, eval_sub, eval_X, eval_C]
      ring
    constructor
    · by_contra! hc
      refine (pos _ hne fun t ht => ?_).ne' hO
      rw [hev]
      exact mul_nonneg (by linarith [ht.1]) (sq_nonneg _)
    · by_contra! hc
      have := pos _ (neg_ne_zero.mpr hne) (fun t ht => by
        rw [eval_neg, hev, ← neg_mul]
        exact mul_nonneg (by linarith [ht.2]) (sq_nonneg _))
      simp only [eval_neg, intervalIntegral.integral_neg] at this
      linarith

end NodesDistinctInterior
```

The error:

```
Main.lean:59:19: error: Application type mismatch: The argument
  hO
has type
  ∫ (t : ℝ) in -1..1, eval t (nodal Finset.univ x * nodal ((Finset.univ.erase j).erase k) x) = 0
but is expected to have type
  ∫ (t : ℝ) in -1..1, eval t (nodal Finset.univ x * nodal Finset.univ x) = 0
in the application
  LT.lt.ne' this hO
```

Cause. The error is in the proof that the nodes are distinct. There `this` should say that the integral in `hO` is positive, but the two concern different polynomials: `hO` has the node polynomial times `nodal ((Finset.univ.erase j).erase k) x`, while `this` has the node polynomial times itself.

The polynomial was given to `pos` as `_`, and the `mul_ne_zero` argument settles only that it is a product of two `nodal` polynomials, without saying which. The choice was thus still open when the proof of nonnegativity ran. Its first `rw` looks for `nodal Finset.univ x`, and both open factors could be unified with that, so both became the full node polynomial. The square of that polynomial is nonnegative too, so this step raised no error, and the mismatch appeared only at `this.ne' hO`.

The repair writes out the intended product in place of `_`. The rewrites can then no longer choose the factors, and `this` contradicts `hO` as planned. The new line break is only layout.

As a diff, the version that Lean accepts:

```diff
@@ -52,5 +52,6 @@
       rw [Lagrange.natDegree_nodal]
       exact (Finset.card_le_card (Finset.erase_subset _ _)).trans_lt (hcard j))
-    have := pos _ (mul_ne_zero Lagrange.nodal_ne_zero Lagrange.nodal_ne_zero) (fun t _ => by
+    have := pos (nodal Finset.univ x * nodal ((Finset.univ.erase j).erase k) x)
+      (mul_ne_zero Lagrange.nodal_ne_zero Lagrange.nodal_ne_zero) (fun t _ => by
       rw [Lagrange.nodal_eq_mul_nodal_erase (v := x) (Finset.mem_univ j),
         Lagrange.nodal_eq_mul_nodal_erase (v := x) hk]
```
